# How a symmetry of point scatterers relates structure factors, and which reflections it removes in P2₁/c

In the single-scattering description of X-ray diffraction, away from absorption edges, the pattern from a crystal with space group P2₁/c has gaps. Along the 0k0 row every reflection with odd k is missing, and in the h0l plane every reflection with odd l is missing, whatever the molecule in the cell. What in the arrangement of the atoms makes these amplitudes vanish?

For a finite set of point scatterers in the unit cell, the answer is a relation between the structure factors F at two indices. If the operation r ↦ Wr + w, with W an integer matrix, permutes the scatterers up to lattice translations and preserves their weights, then

F(hW) = F(h) exp(−2πi h·w).

When hW = h but the phase is not 1, F(h) must be zero.

## Scatterers, plane waves and symmetry

```lean
import Mathlib

open Matrix

namespace StructureFactorSymmetry

noncomputable section

variable {ι n : Type*} [Fintype ι] [Fintype n]
```

Two index sets are fixed here. The elements of `ι` label the scatterers, and those of `n` label the coordinate axes. Both sets are finite, and the dimension is left open until P2₁/c appears.

```lean
/-- The plane wave `exp(2πi h·r)` with integer index `h` at fractional coordinates `r`. -/
def planeWave (h : n → ℤ) (r : n → ℝ) : ℂ :=
  Complex.exp (2 * Real.pi * Complex.I * ((∑ a, (h a : ℝ) * r a : ℝ) : ℂ))
```

A function `n → ℤ` is an integer vector and a function `n → ℝ` is a real one. With h·r = Σₐ hₐ rₐ, the definition reads

E(h, r) = exp(2πi h·r).

Coordinates are fractional, so no metric or cell shape enters. The plus sign in the exponent is a convention; the opposite choice conjugates the phases below.

```lean
/-- The structure factor `F(h) = ∑ⱼ fⱼ exp(2πi h·xⱼ)` of point scatterers with weights `fⱼ`
at fractional coordinates `xⱼ`. -/
def structureFactor (f : ι → ℂ) (x : ι → n → ℝ) (h : n → ℤ) : ℂ :=
  ∑ j, f j * planeWave h (x j)
```

With weight fⱼ and position xⱼ for scatterer j, this is

F(h) = Σⱼ fⱼ E(h, xⱼ).

The weights are complex, which leaves room for anomalous scattering, but they do not depend on h. Atomic form factors do. For spherical atoms and an operation that preserves lengths, the form factors at h and hW agree, and their common values can serve as the weights for that pair.

```lean
/-- The operation `r ↦ W r + w` with integer matrix part `W` and translation part `w`. -/
def seitz (W : Matrix n n ℤ) (w r : n → ℝ) : n → ℝ :=
  fun a => ∑ b, (W a b : ℝ) * r b + w a
```

In components, the point r goes to

(Wr + w)ₐ = Σ_b W_ab r_b + wₐ.

Positions are columns, with W acting from the left. The type of `W` makes its entries integers, so the matrix part W takes lattice vectors to lattice vectors.

```lean
/-- The operation `(W, w)` permutes the scatterers modulo lattice translations and
preserves their weights. -/
def IsSymmetry (f : ι → ℂ) (x : ι → n → ℝ) (W : Matrix n n ℤ) (w : n → ℝ) : Prop :=
  ∃ σ : Equiv.Perm ι, ∀ j, f (σ j) = f j ∧
    ∃ m : n → ℤ, x (σ j) = fun a => seitz W w (x j) a + (m a : ℝ)
```

This is the physical hypothesis. There is a permutation σ of the labels such that, for each j, f_σ(j) = fⱼ and

x_σ(j) = W xⱼ + w + mⱼ

for some integer vector mⱼ. The operation may therefore carry an atom into a neighbouring cell, where it meets a copy of an atom of equal weight.

## The transformation law

```lean
/-- A plane wave with integer index is unchanged by a lattice translation. -/
theorem planeWave_add_lattice (h m : n → ℤ) (r : n → ℝ) :
    planeWave h (fun a => r a + (m a : ℝ)) = planeWave h r := by
  have key : ∑ a, (h a : ℝ) * (r a + (m a : ℝ))
      = ∑ a, (h a : ℝ) * r a + ((∑ a, h a * m a : ℤ) : ℝ) := by
    push_cast
    rw [← Finset.sum_add_distrib]
    exact Finset.sum_congr rfl fun a _ => by ring
  unfold planeWave
  rw [key]
  -- the two exponents differ by an integer multiple of 2πi
  exact Complex.exp_eq_exp_iff_exists_int.mpr ⟨∑ a, h a * m a, by push_cast; ring⟩
```

The first theorem says E(h, r + m) = E(h, r) for integer m. By hand,

h·(r + m) = h·r + h·m,

and h·m is an integer, so the extra factor exp(2πi h·m) equals 1. In the proof, `key` is the split of the dot product. The last line uses the fact that two exponentials agree exactly when their exponents differ by an integer multiple of 2πi, and supplies the integer Σₐ hₐ mₐ.

```lean
/-- At the point `W r + w` the plane wave of index `h` is the phase `exp(2πi h·w)` times
the plane wave of index `hW` at `r`. -/
theorem planeWave_seitz (h : n → ℤ) (W : Matrix n n ℤ) (w r : n → ℝ) :
    planeWave h (seitz W w r) = planeWave h w * planeWave (h ᵥ* W) r := by
  have hs : ∑ a, ∑ b, (h a : ℝ) * ((W a b : ℝ) * r b)
      = ∑ b, ∑ a, (h a : ℝ) * (W a b : ℝ) * r b :=
    Finset.sum_comm.trans (Finset.sum_congr rfl fun b _ =>
      Finset.sum_congr rfl fun a _ => by ring)
  -- h·(W r + w) = h·w + (hW)·r
  have key : ∑ a, (h a : ℝ) * seitz W w r a
      = ∑ a, (h a : ℝ) * w a + ∑ b, ((h ᵥ* W) b : ℝ) * r b := by
    simp only [seitz, mul_add, Finset.sum_add_distrib, Matrix.vecMul, dotProduct,
      Int.cast_sum, Int.cast_mul, Finset.mul_sum, Finset.sum_mul]
    linear_combination hs
  unfold planeWave
  rw [key, Complex.ofReal_add, mul_add, Complex.exp_add]
```

The symbol `h ᵥ* W` is the row vector hW, with components (hW)_b = Σₐ hₐ W_ab. The theorem moves the matrix from the position to the index:

h·(Wr + w) = Σₐ hₐ (Σ_b W_ab r_b + wₐ)
= h·w + Σ_b (Σₐ hₐ W_ab) r_b
= h·w + (hW)·r.

Exponentiating gives E(h, Wr + w) = E(h, w) E(hW, r). The exchange of the two sums is `hs`, and the whole identity is `key`.

```lean
/-- If `(W, w)` permutes the scatterers modulo lattice translations and preserves their
weights, then `F(hW) = F(h) exp(-2πi h·w)` for every integer index `h`. -/
theorem structureFactor_transform {f : ι → ℂ} {x : ι → n → ℝ} {W : Matrix n n ℤ}
    {w : n → ℝ} (hs : IsSymmetry f x W w) (h : n → ℤ) :
    structureFactor f x (h ᵥ* W) = structureFactor f x h *
      Complex.exp (-(2 * Real.pi * Complex.I * ((∑ a, (h a : ℝ) * w a : ℝ) : ℂ))) := by
  obtain ⟨σ, hσ⟩ := hs
  have hF : structureFactor f x h
      = planeWave h w * structureFactor f x (h ᵥ* W) := by
    unfold structureFactor
    -- sum over the permuted scatterers instead
    rw [← Equiv.sum_comp σ (fun j => f j * planeWave h (x j)), Finset.mul_sum]
    refine Finset.sum_congr rfl fun j _ => ?_
    obtain ⟨hf, m, hm⟩ := hσ j
    change f (σ j) * planeWave h (x (σ j)) = _
    rw [hf, hm, planeWave_add_lattice, planeWave_seitz]
    ring
  have hne : planeWave h w ≠ 0 := Complex.exp_ne_zero _
  rw [hF, Complex.exp_neg]
  change _ = planeWave h w * _ * (planeWave h w)⁻¹
  rw [mul_comm (planeWave h w), mul_assoc, mul_inv_cancel₀ hne, mul_one]
```

This is the general law. Start from F(h), sum over the permuted labels, and use the symmetry:

F(h) = Σⱼ f_σ(j) E(h, x_σ(j))
= Σⱼ fⱼ E(h, W xⱼ + w + mⱼ)
= Σⱼ fⱼ E(h, W xⱼ + w)
= E(h, w) Σⱼ fⱼ E(hW, xⱼ)
= E(h, w) F(hW).

Multiplying by exp(−2πi h·w) gives the stated form. In the proof, `Equiv.sum_comp` relabels the sum, and the line beginning `rw [hf, hm` substitutes the equal weight and the new position, then applies the two plane-wave theorems. The result of the chain is `hF`; the remaining lines divide by the nonzero phase.

```lean
/-- Reflections `h` and `hW` related by a symmetry of the scatterers have structure factors
of equal modulus. -/
theorem norm_structureFactor_eq {f : ι → ℂ} {x : ι → n → ℝ} {W : Matrix n n ℤ}
    {w : n → ℝ} (hs : IsSymmetry f x W w) (h : n → ℤ) :
    ‖structureFactor f x (h ᵥ* W)‖ = ‖structureFactor f x h‖ := by
  have e : ∀ s : ℝ, -(2 * Real.pi * Complex.I * (s : ℂ))
      = ((-(2 * Real.pi * s) : ℝ) : ℂ) * Complex.I := by
    intro s
    push_cast
    ring
  rw [structureFactor_transform hs, norm_mul, e, Complex.norm_exp_ofReal_mul_I, mul_one]
```

Since w is real, h·w is real and |exp(−2πi h·w)| = 1. Hence |F(hW)| = |F(h)|: in this model, where the intensity is proportional to |F|², the two reflections are equally strong. The auxiliary statement `e` writes the exponent as a real number times i, the form in which Mathlib knows that the modulus is 1.

## The screw and the glide of P2₁/c

```lean
/-- Matrix part of the P2₁/c screw rotation about the `b` axis. -/
def screwW : Matrix (Fin 3) (Fin 3) ℤ := !![-1, 0, 0; 0, 1, 0; 0, 0, -1]
```

The rotation part of the screw is diag(−1, 1, −1), a half-turn about b.

```lean
/-- Matrix part of the P2₁/c glide reflection, with mirror normal to the `b` axis. -/
def glideW : Matrix (Fin 3) (Fin 3) ℤ := !![1, 0, 0; 0, -1, 0; 0, 0, 1]
```

The matrix part of the glide is diag(1, −1, 1), a reflection that reverses y.

```lean
/-- The translation part `(0, 1/2, 1/2)` shared by the screw and the glide of P2₁/c. -/
def halfBC : Fin 3 → ℝ := ![0, 1 / 2, 1 / 2]
```

Both operations have the translation w = (0, 1/2, 1/2). This fixes the setting: unique axis b, glide along c, and the origin for which these coordinates hold.

```lean
/-- The screw sends `(x, y, z)` to `(-x, y+1/2, -z+1/2)` and the glide sends it to
`(x, -y+1/2, z+1/2)`. -/
theorem screw_glide_apply (x y z : ℝ) :
    seitz screwW halfBC ![x, y, z] = ![-x, y + 1 / 2, -z + 1 / 2] ∧
    seitz glideW halfBC ![x, y, z] = ![x, -y + 1 / 2, z + 1 / 2] := by
  constructor <;> ext a <;> fin_cases a <;>
    simp [seitz, screwW, glideW, halfBC, Fin.sum_univ_three]
```

The matrices and the translation do give the familiar coordinate triplets:

screw: (x, y, z) ↦ (−x, y + 1/2, −z + 1/2)
glide: (x, y, z) ↦ (x, −y + 1/2, z + 1/2).

The proof checks the three components of each.

```lean
/-- For integer `h, k, l` the translation `(0, 1/2, 1/2)` contributes the sign
`exp(-2πi (k+l)/2) = (-1)^(k+l)`. -/
theorem halfBC_phase (h k l : ℤ) :
    Complex.exp (-(2 * Real.pi * Complex.I *
      ((∑ a, ((![h, k, l] a : ℤ) : ℝ) * halfBC a : ℝ) : ℂ))) = (-1) ^ (k + l) := by
  have hp : ∑ a, ((![h, k, l] a : ℤ) : ℝ) * halfBC a = ((k + l : ℤ) : ℝ) / 2 := by
    simp [Fin.sum_univ_three, halfBC]
    ring
  have e : -(2 * Real.pi * Complex.I * ((((k + l : ℤ) : ℝ) / 2 : ℝ) : ℂ))
      = ((k + l : ℤ) : ℂ) * (-(Real.pi * Complex.I)) := by
    push_cast
    ring
  rw [hp, e, Complex.exp_int_mul, Complex.exp_neg, Complex.exp_pi_mul_I,
    show ((-1 : ℂ))⁻¹ = -1 by norm_num]
```

From here on h, k and l are single integers, and the index vector is (h, k, l). Its product with the translation is (k + l)/2, so

exp(−2πi (k + l)/2) = (exp(−πi))^(k+l) = (−1)^(k+l).

The power is an integer power, since k + l may be negative. In the proof, `hp` evaluates the dot product and `e` rearranges the exponent.

```lean
/-- For scatterers with the P2₁/c screw symmetry, `F(-h,k,-l) = (-1)^(k+l) F(h,k,l)`, and
`F(0k0) = 0` for odd `k`. -/
theorem screw_reflections {f : ι → ℂ} {x : ι → Fin 3 → ℝ}
    (hs : IsSymmetry f x screwW halfBC) :
    (∀ h k l : ℤ, structureFactor f x ![-h, k, -l]
      = (-1) ^ (k + l) * structureFactor f x ![h, k, l]) ∧
    ∀ k : ℤ, Odd k → structureFactor f x ![0, k, 0] = 0 := by
  have rel : ∀ h k l : ℤ, structureFactor f x ![-h, k, -l]
      = (-1) ^ (k + l) * structureFactor f x ![h, k, l] := by
    intro h k l
    have hv : ![h, k, l] ᵥ* screwW = ![-h, k, -l] := by
      ext i
      fin_cases i <;> simp [screwW, Matrix.vecMul, dotProduct, Fin.sum_univ_three]
    have key := structureFactor_transform hs ![h, k, l]
    rw [hv, halfBC_phase] at key
    linear_combination key
  refine ⟨rel, fun k hk => ?_⟩
  -- the reflection 0k0 is its own image, with sign -1 for odd k
  have key := rel 0 k 0
  rw [neg_zero, add_zero, hk.neg_one_zpow] at key
  linear_combination key / 2
```

The hypothesis is only that the scatterers have the screw symmetry. Because (h, k, l)W = (−h, k, −l), the general law becomes

F(−h, k, −l) = (−1)^(k+l) F(h, k, l).

Put h = l = 0. Both sides now contain the same reflection:

F(0, k, 0) = (−1)^k F(0, k, 0).

For odd k this says F = −F, so 2F = 0 and F = 0. In the proof, `hv` computes the row vector, `rel` is the relation for all indices, and the final `linear_combination key / 2` is the division by 2.

The equality of weights matters here. Put one scatterer of weight 1 at (x, y, z) and one of weight 2 at (−x, y + 1/2, −z + 1/2). The screw still exchanges the two positions modulo the lattice, but

F(0, 1, 0) = exp(2πi y) + 2 exp(2πi (y + 1/2)) = −exp(2πi y),

which is not zero.

```lean
/-- For scatterers with the P2₁/c glide symmetry, `F(h,-k,l) = (-1)^(k+l) F(h,k,l)`, and
`F(h0l) = 0` for odd `l`. -/
theorem glide_reflections {f : ι → ℂ} {x : ι → Fin 3 → ℝ}
    (hs : IsSymmetry f x glideW halfBC) :
    (∀ h k l : ℤ, structureFactor f x ![h, -k, l]
      = (-1) ^ (k + l) * structureFactor f x ![h, k, l]) ∧
    ∀ h l : ℤ, Odd l → structureFactor f x ![h, 0, l] = 0 := by
  have rel : ∀ h k l : ℤ, structureFactor f x ![h, -k, l]
      = (-1) ^ (k + l) * structureFactor f x ![h, k, l] := by
    intro h k l
    have hv : ![h, k, l] ᵥ* glideW = ![h, -k, l] := by
      ext i
      fin_cases i <;> simp [glideW, Matrix.vecMul, dotProduct, Fin.sum_univ_three]
    have key := structureFactor_transform hs ![h, k, l]
    rw [hv, halfBC_phase] at key
    linear_combination key
  refine ⟨rel, fun h l hl => ?_⟩
  -- the reflection h0l is its own image, with sign -1 for odd l
  have key := rel h 0 l
  rw [neg_zero, zero_add, hl.neg_one_zpow] at key
  linear_combination key / 2
```

For the glide, (h, k, l)W = (h, −k, l), and therefore

F(h, −k, l) = (−1)^(k+l) F(h, k, l).

At k = 0 the reflection is again its own image, with

F(h, 0, l) = (−1)^l F(h, 0, l).

It vanishes for odd l and every h. The Lean proof repeats the pattern of the screw.

In a program the law can fill in symmetry-related reflections from a computed one: form the index hW, multiply F(h) by exp(−2πi h·w), and store the product there. The order of multiplication is invisible for the diagonal matrices above, but for a threefold rotation in hexagonal axes hW and Wh generally differ. In plane-wave electronic-structure calculations the same sums carry the ionic positions into the local ionic potential, so for fixed ions with spherical local potentials and these symmetries, its Fourier components at the absent indices vanish too.

## Four atoms that have both symmetries

```lean
/-- The four general positions of P2₁/c generated from `(x, y, z)`. -/
def generalPosition (x y z : ℝ) : Fin 4 → Fin 3 → ℝ :=
  ![![x, y, z], ![-x, y + 1 / 2, -z + 1 / 2], ![-x, -y, -z], ![x, -y + 1 / 2, z + 1 / 2]]
```

The four positions, labelled 0 to 3, are the starting point, its screw image, its inversion image and its glide image:

0: (x, y, z)
1: (−x, y + 1/2, −z + 1/2)
2: (−x, −y, −z)
3: (x, −y + 1/2, z + 1/2).

```lean
/-- Four scatterers of equal weight `c` in the general positions of P2₁/c have both the
screw and the glide symmetry. -/
theorem generalPosition_witness (c : ℂ) (x y z : ℝ) :
    IsSymmetry (fun _ => c) (generalPosition x y z) screwW halfBC ∧
    IsSymmetry (fun _ => c) (generalPosition x y z) glideW halfBC := by
  constructor
  · -- the screw exchanges atoms 0, 1 and atoms 2, 3
    refine ⟨⟨![1, 0, 3, 2], ![1, 0, 3, 2], fun j => by fin_cases j <;> rfl,
      fun j => by fin_cases j <;> rfl⟩, fun j => ⟨rfl,
      ![![0, 0, 0], ![0, -1, 0], ![0, 0, 0], ![0, -1, 0]] j, ?_⟩⟩
    ext a
    fin_cases j <;> fin_cases a <;>
      simp [generalPosition, seitz, screwW, halfBC, Fin.sum_univ_three] <;> ring
  · -- the glide exchanges atoms 0, 3 and atoms 1, 2
    refine ⟨⟨![3, 2, 1, 0], ![3, 2, 1, 0], fun j => by fin_cases j <;> rfl,
      fun j => by fin_cases j <;> rfl⟩, fun j => ⟨rfl,
      ![![0, 0, 0], ![0, 0, -1], ![0, 0, 0], ![0, 0, -1]] j, ?_⟩⟩
    ext a
    fin_cases j <;> fin_cases a <;>
      simp [generalPosition, seitz, glideW, halfBC, Fin.sum_univ_three] <;> ring

end

end StructureFactorSymmetry
```

Four scatterers of equal weight c at these positions satisfy both symmetry hypotheses, for any real x, y and z. If (x, y, z) is an inversion centre, such as (0, 0, 0), the positions coincide in pairs modulo the lattice; elsewhere they describe four distinct atoms per cell. The screw exchanges 0 with 1 and 2 with 3; the glide exchanges 0 with 3 and 1 with 2. The proof supplies these permutations together with the lattice vectors. For example, applying the screw to atom 1 gives

(x, y + 1, z),

which is atom 0 shifted by one cell along b, so the required integer vector is (0, −1, 0). The other cases are checked component by component.

With the two preceding theorems, this arrangement has F(0, k, 0) = 0 for odd k and F(h, 0, l) = 0 for odd l. The implication runs from symmetry to absence: a reflection can also vanish because the atoms happen to sit where their waves cancel, so a missing spot alone does not establish a screw axis or a glide plane.

```lean
#print axioms StructureFactorSymmetry.norm_structureFactor_eq
#print axioms StructureFactorSymmetry.screw_glide_apply
#print axioms StructureFactorSymmetry.screw_reflections
#print axioms StructureFactorSymmetry.glide_reflections
```

```
'StructureFactorSymmetry.norm_structureFactor_eq' depends on axioms: [propext, Classical.choice, Quot.sound]
'StructureFactorSymmetry.screw_glide_apply' depends on axioms: [propext, Classical.choice, Quot.sound]
'StructureFactorSymmetry.screw_reflections' depends on axioms: [propext, Classical.choice, Quot.sound]
'StructureFactorSymmetry.glide_reflections' depends on axioms: [propext, Classical.choice, Quot.sound]
```
